# For a finite Lehmann sum with non-negative weights, −w Im G(iw) never decreases on w > 0 and tends to the total weight

When I have a fermionic Green's function on the Matsubara axis, I look at −w Im G(iw) at the largest available frequencies to read off the total spectral weight. I expect the curve to climb towards that weight from below and never to turn down. For a finite set of poles,

G(z) = ∑ a_k / (z − e_k),

with real energies e_k, measured from the chemical potential, and weights a_k ≥ 0, can this be proved from the complex function itself, and can the proof be checked in Lean?

## The weight still missing at frequency w

Yes. Write F(w) = −w Im G(iw) and A = ∑ a_k, and take w > 0. The number iw − e_k has imaginary part w ≠ 0, so iw is never a pole. Multiplying numerator and denominator by the complex conjugate gives

1/(iw − e_k) = (−e_k − iw)/(w² + e_k²).

The imaginary part is −w/(w² + e_k²). Multiplying by −w a_k and summing over k,

F(w) = ∑ a_k w²/(w² + e_k²).

Now subtract this from A, pole by pole. Since a_k − a_k w²/(w² + e_k²) = a_k e_k²/(w² + e_k²), the missing weight is

D(w) = A − F(w) = ∑ a_k e_k²/(w² + e_k²).

The remaining claims follow from these two formulas.

- Monotonicity: if 0 < u ≤ v, then u² + e_k² ≤ v² + e_k². With a_k ≥ 0, each term of D(v) is at most the matching term of D(u). Hence D(v) ≤ D(u) and F(u) ≤ F(v).
- Bounds: for a_k ≥ 0 all terms of F(w) and D(w) are non-negative, so 0 ≤ F(w) ≤ A.
- Limit: each term of D(w) has a fixed numerator and a denominator that grows without bound, so it tends to 0. There are finitely many terms, so D(w) → 0 and F(w) → A. The signs of the weights play no role here.
- Equality: for a_k ≥ 0, F(w) = A means D(w) = 0. A sum of non-negative terms vanishes only if every term does, so a_k = 0 or e_k = 0 for each k.
- Tail: multiplying the missing weight by w² gives

w² D(w) = ∑ (a_k e_k²) w²/(w² + e_k²).

This is F again, with weights a_k e_k², so by the limit above it tends to the second moment ∑ a_k e_k².

For a single pole with a > 0 and e ≠ 0, F(w) = a w²/(w² + e²) reaches half the weight at w = |e|. If e = 0, the curve is flat at a for every w > 0.

Here is the complete Lean file.

```lean
import Mathlib

open Filter Topology

namespace MatsubaraLehmann

noncomputable section

variable {ι : Type*} [Fintype ι]

/-- The Green's function in Lehmann form, `G(z) = ∑ a_k / (z - e_k)`, with real weights `a_k`
and real energies `e_k`, for complex `z` different from every `e_k`. -/
def green (a e : ι → ℝ) (z : ℂ) : ℂ := ∑ k, (a k : ℂ) / (z - (e k : ℂ))

/-- The scaled imaginary part `-w Im G(iw)` on the imaginary frequency axis, for `w ≠ 0`. -/
def scaledIm (a e : ι → ℝ) (w : ℝ) : ℝ := -w * (green a e (Complex.I * (w : ℂ))).im

/-- At `w > 0` the point `iw` is not a pole, and
`-w Im G(iw) = ∑ a_k w² / (w² + e_k²)`. -/
theorem scaledIm_eq (a e : ι → ℝ) {w : ℝ} (hw : 0 < w) :
    (∀ k, Complex.I * (w : ℂ) - (e k : ℂ) ≠ 0) ∧
      scaledIm a e w = ∑ k, a k * w ^ 2 / (w ^ 2 + e k ^ 2) := by
  have hre : ∀ k, (Complex.I * (w : ℂ) - (e k : ℂ)).re = -e k := fun k => by simp
  have him : ∀ k, (Complex.I * (w : ℂ) - (e k : ℂ)).im = w := fun k => by simp
  constructor
  · intro k h
    have h1 := him k
    rw [h, Complex.zero_im] at h1
    exact hw.ne h1
  · unfold scaledIm green
    rw [Complex.im_sum, Finset.mul_sum]
    refine Finset.sum_congr rfl fun k _ => ?_
    -- the squared distance from `iw` to the pole
    have hn : Complex.normSq (Complex.I * (w : ℂ) - (e k : ℂ)) = w ^ 2 + e k ^ 2 := by
      rw [Complex.normSq_apply, hre, him]
      ring
    rw [Complex.div_im, hn, hre, him, Complex.ofReal_re, Complex.ofReal_im]
    ring

/-- At `w > 0` the total weight minus the scaled imaginary part `-w Im G(iw)` equals
`∑ a_k e_k² / (w² + e_k²)`. -/
theorem missing_weight (a e : ι → ℝ) {w : ℝ} (hw : 0 < w) :
    ∑ k, a k - scaledIm a e w = ∑ k, a k * e k ^ 2 / (w ^ 2 + e k ^ 2) := by
  rw [(scaledIm_eq a e hw).2, ← Finset.sum_sub_distrib]
  refine Finset.sum_congr rfl fun k _ => ?_
  have h : w ^ 2 + e k ^ 2 ≠ 0 := by positivity
  rw [eq_div_iff h, sub_mul, div_mul_cancel₀ _ h]
  ring

/-- For non-negative weights, `-w Im G(iw)` is non-decreasing on `w > 0`. -/
theorem scaledIm_monotoneOn (a e : ι → ℝ) (ha : ∀ k, 0 ≤ a k) :
    MonotoneOn (scaledIm a e) (Set.Ioi 0) := by
  intro u hu v hv huv
  have hu' : 0 < u := hu
  have hv' : 0 < v := hv
  -- no term of the missing weight increases with frequency
  have h : ∑ k, a k * e k ^ 2 / (v ^ 2 + e k ^ 2) ≤
      ∑ k, a k * e k ^ 2 / (u ^ 2 + e k ^ 2) :=
    Finset.sum_le_sum fun k _ =>
      div_le_div_of_nonneg_left (mul_nonneg (ha k) (sq_nonneg _)) (by positivity) (by gcongr)
  have h1 := missing_weight a e hu'
  have h2 := missing_weight a e hv'
  linarith

/-- As `w` tends to infinity, `-w Im G(iw)` tends to the total weight `∑ a_k`. -/
theorem scaledIm_tendsto (a e : ι → ℝ) :
    Tendsto (scaledIm a e) atTop (𝓝 (∑ k, a k)) := by
  -- the missing weight of each pole vanishes at high frequency
  have hk : ∀ k, Tendsto (fun w : ℝ => a k * e k ^ 2 / (w ^ 2 + e k ^ 2)) atTop (𝓝 0) :=
    fun k => Tendsto.div_atTop tendsto_const_nhds
      (tendsto_atTop_add_const_right atTop _ (tendsto_pow_atTop two_ne_zero))
  have hD : Tendsto (fun w : ℝ => ∑ k, a k * e k ^ 2 / (w ^ 2 + e k ^ 2)) atTop
      (𝓝 (∑ _k : ι, (0 : ℝ))) := tendsto_finsetSum Finset.univ fun k _ => hk k
  rw [Finset.sum_const_zero] at hD
  have hS : Tendsto (fun w : ℝ => ∑ k, a k - ∑ k, a k * e k ^ 2 / (w ^ 2 + e k ^ 2)) atTop
      (𝓝 (∑ k, a k - 0)) := tendsto_const_nhds.sub hD
  rw [sub_zero] at hS
  refine hS.congr' ?_
  filter_upwards [eventually_gt_atTop (0 : ℝ)] with w hw
  have h := missing_weight a e hw
  linarith

/-- For non-negative weights, `-w Im G(iw)` is non-decreasing on `w > 0`, lies there between
zero and the total weight `∑ a_k`, and tends to `∑ a_k` as `w` tends to infinity. -/
theorem matsubara_sum_rule (a e : ι → ℝ) (ha : ∀ k, 0 ≤ a k) :
    MonotoneOn (scaledIm a e) (Set.Ioi 0) ∧
      (∀ w, 0 < w → 0 ≤ scaledIm a e w ∧ scaledIm a e w ≤ ∑ k, a k) ∧
      Tendsto (scaledIm a e) atTop (𝓝 (∑ k, a k)) := by
  refine ⟨scaledIm_monotoneOn a e ha, fun w hw => ⟨?_, ?_⟩, scaledIm_tendsto a e⟩
  · rw [(scaledIm_eq a e hw).2]
    exact Finset.sum_nonneg fun k _ =>
      div_nonneg (mul_nonneg (ha k) (sq_nonneg _)) (by positivity)
  · have h : 0 ≤ ∑ k, a k * e k ^ 2 / (w ^ 2 + e k ^ 2) :=
      Finset.sum_nonneg fun k _ =>
        div_nonneg (mul_nonneg (ha k) (sq_nonneg _)) (by positivity)
    have h1 := missing_weight a e hw
    linarith

/-- For non-negative weights and `w > 0`, the value `-w Im G(iw)` equals the total weight
exactly when every pole has zero weight or zero energy. -/
theorem scaledIm_eq_total_iff (a e : ι → ℝ) (ha : ∀ k, 0 ≤ a k) {w : ℝ} (hw : 0 < w) :
    scaledIm a e w = ∑ k, a k ↔ ∀ k, a k = 0 ∨ e k = 0 := by
  have d := missing_weight a e hw
  have hn : ∀ k ∈ Finset.univ, 0 ≤ a k * e k ^ 2 / (w ^ 2 + e k ^ 2) := fun k _ =>
    div_nonneg (mul_nonneg (ha k) (sq_nonneg _)) (by positivity)
  constructor
  · intro h k
    have hs : ∑ k, a k * e k ^ 2 / (w ^ 2 + e k ^ 2) = 0 := by
      rw [← d, h, sub_self]
    -- a vanishing sum of non-negative terms vanishes term by term
    have hk := (Finset.sum_eq_zero_iff_of_nonneg hn).1 hs k (Finset.mem_univ k)
    have hp : w ^ 2 + e k ^ 2 ≠ 0 := by positivity
    rcases div_eq_zero_iff.1 hk with h1 | h1
    · rcases mul_eq_zero.1 h1 with h2 | h2
      · exact Or.inl h2
      · exact Or.inr ((pow_eq_zero_iff two_ne_zero).1 h2)
    · exact absurd h1 hp
  · intro h
    have hs : ∑ k, a k * e k ^ 2 / (w ^ 2 + e k ^ 2) = 0 :=
      Finset.sum_eq_zero fun k _ => by
        rcases h k with h | h <;> simp [h]
    linarith

/-- The high-frequency tail: `w² (∑ a_k + w Im G(iw))` tends to the second moment
`∑ a_k e_k²` as `w` tends to infinity. -/
theorem second_moment_tail (a e : ι → ℝ) :
    Tendsto (fun w : ℝ => w ^ 2 * (∑ k, a k - scaledIm a e w)) atTop
      (𝓝 (∑ k, a k * e k ^ 2)) := by
  -- the rescaled missing weight is the same function with weights `a_k e_k²`
  refine (scaledIm_tendsto (fun k => a k * e k ^ 2) e).congr' ?_
  filter_upwards [eventually_gt_atTop (0 : ℝ)] with w hw
  rw [missing_weight a e hw, (scaledIm_eq (fun k => a k * e k ^ 2) e hw).2, Finset.mul_sum]
  refine Finset.sum_congr rfl fun k _ => ?_
  ring

end

end MatsubaraLehmann
```

```lean
#print axioms MatsubaraLehmann.matsubara_sum_rule
#print axioms MatsubaraLehmann.scaledIm_eq_total_iff
#print axioms MatsubaraLehmann.second_moment_tail
```

```
'MatsubaraLehmann.matsubara_sum_rule' depends on axioms: [propext, Classical.choice, Quot.sound]
'MatsubaraLehmann.scaledIm_eq_total_iff' depends on axioms: [propext, Classical.choice, Quot.sound]
'MatsubaraLehmann.second_moment_tail' depends on axioms: [propext, Classical.choice, Quot.sound]
```

## What the Lean statements say about G

The finite type `ι` labels the poles, and `a` and `e` assign each a real weight and a real energy. Energies may coincide, and `ι` may be empty, in which case every sum is zero. `green` is the Lehmann sum as a function of complex z, and `scaledIm a e w` is F(w), defined through the imaginary part of `green` at `Complex.I * (w : ℂ)`. The formula F(w) = ∑ a_k w²/(w² + e_k²) is therefore a theorem, `scaledIm_eq`, and not a definition.

The main theorem, `matsubara_sum_rule`, has three parts. `MonotoneOn (scaledIm a e) (Set.Ioi 0)` says that F(u) ≤ F(v) whenever 0 < u ≤ v. The second part gives the bounds at each positive w, and the `Tendsto` statement gives the limit A as w → ∞. Here w is a continuous real variable, so the statements apply in particular to the positive fermionic Matsubara frequencies.

The hypothesis `ha : ∀ k, 0 ≤ a k` is assumed, not derived from a Hamiltonian. It stands for the fact that the weights in a diagonal fermionic Green's function are squared moduli of matrix elements times positive thermal factors. Off-diagonal elements can have negative or complex weights, and bosonic functions can have negative ones; for real weights of any sign, `scaledIm_tendsto` and `second_moment_tail` still hold. The value of A is left free: A = 1 for a normalised fermionic orbital is a separate input. Continuous spectra, infinite pole sums and statistical noise are not treated.

For many-body simulations whose Green's function has this finite form with non-negative weights, F at any positive frequency is a lower bound on the total weight, and a decrease of F with frequency signals an error in the data.

## From one pole to the sum rule in Lean

`scaledIm_eq` computes the real part −e_k and the imaginary part w of iw − e_k, then its squared modulus w² + e_k². `Complex.div_im` turns these into the imaginary part of the quotient, which is the conjugate calculation above. `missing_weight` carries out the subtraction term by term, clearing the non-zero denominator.

In `scaledIm_monotoneOn`, `div_le_div_of_nonneg_left` compares two fractions with the same non-negative numerator, and `Finset.sum_le_sum` adds up the comparisons. `linarith` then passes from D back to F.

`scaledIm_tendsto` sends each missing term to zero with `Tendsto.div_atTop` and sums the limits. Because the formula for D is available only at w > 0, `congr'` replaces one function by the other for all sufficiently large w. `matsubara_sum_rule` joins these results and obtains the two bounds from non-negative sums.

`scaledIm_eq_total_iff` rests on `Finset.sum_eq_zero_iff_of_nonneg`, the term-by-term vanishing used in the equality case. `second_moment_tail` applies `scaledIm_tendsto` to the weights `fun k => a k * e k ^ 2`.

The same substitution handles the real part, although the file does not include that case. From the conjugate formula, −w² Re G(iw) = ∑ (a_k e_k) w²/(w² + e_k²), which is F with weights a_k e_k and so tends to the first moment ∑ a_k e_k.
